# Spin-1 rotations as quadratic polynomials in n·J

Set $\hbar=1$, order the basis as $m=1,0,-1$, and let $c=1/\sqrt2$. The spin-1 matrices are

$$J_x=\begin{pmatrix}0&c&0\\c&0&c\\0&c&0\end{pmatrix},\quad
J_y=\begin{pmatrix}0&-ic&0\\ic&0&-ic\\0&ic&0\end{pmatrix},\quad
J_z=\begin{pmatrix}1&0&0\\0&0&0\\0&0&-1\end{pmatrix}.$$

For a real vector $n=(n_0,n_1,n_2)$, with components along $x,y,z$, put $N=n_0J_x+n_1J_y+n_2J_z$. If $n\cdot n=1$, then $N^3=N$, and for every real angle $t$

$$e^{-itN}=1-i\sin t\,N+(\cos t-1)N^2 .$$

For a single isolated spin 1 in a constant field along $n$, with isotropic linear Zeeman coupling only, this is the time-evolution operator in closed form, $t$ being the signed precession angle about $n$.

## From the cube to the exponential

With $a=c(n_0-in_1)$, $b=c(n_0+in_1)$ and $z=n_2$,

$$N=\begin{pmatrix}z&a&0\\b&0&a\\0&b&-z\end{pmatrix},\qquad
N^2=\begin{pmatrix}z^2+ab&za&a^2\\zb&2ab&-za\\b^2&-zb&z^2+ab\end{pmatrix}.$$

Multiplying once more by $N$ gives $N^3=(z^2+2ab)N$. Since $2ab=n_0^2+n_1^2$, this is $N^3=(n\cdot n)N$, which is $N$ for a unit vector.

Now let $A$ be any square matrix with $A^3=A$, and set $P_\pm=(A^2\pm A)/2$. Then $P_+A=P_+$ and $P_-A=-P_-$. As $A=P_+-P_-$, induction gives $A^k=P_++(-1)^kP_-$ for $k\ge1$. At $k=0$ the right-hand side is $A^2$, so the identity needs the extra term $1-A^2$. Summing the exponential series for complex $w$,

$$e^{wA}=(1-A^2)+e^wP_++e^{-w}P_-=1+\sinh w\,A+(\cosh w-1)A^2 .$$

Finally put $A=N$ and $w=-it$, where $\sinh(-it)=-i\sin t$ and $\cosh(-it)=\cos t$.

The unit length matters. For $n=(0,0,2)$ we have $N=2J_z$ and $N^3=8J_z\ne N$. At $t=\pi$ the exponential is the identity, while the quadratic expression gives $\mathrm{diag}(-7,1,-7)$.

## The matrices and their commutators

```lean
import Mathlib

open Matrix

namespace SpinOneRotation

noncomputable section
```

The constant $c$ is a real number regarded as complex.

```lean
/-- The number `1/√2`, as a complex number. -/
def invSqrtTwo : ℂ := ((1 / Real.sqrt 2 : ℝ) : ℂ)
```

The three matrices are entered explicitly.

```lean
/-- The spin-1 matrix `Jx` in the basis `m = 1, 0, -1`, with `ħ = 1`. -/
def Jx : Matrix (Fin 3) (Fin 3) ℂ :=
  !![0, invSqrtTwo, 0; invSqrtTwo, 0, invSqrtTwo; 0, invSqrtTwo, 0]

/-- The spin-1 matrix `Jy` in the basis `m = 1, 0, -1`, with `ħ = 1`. -/
def Jy : Matrix (Fin 3) (Fin 3) ℂ :=
  !![0, -(Complex.I * invSqrtTwo), 0;
     Complex.I * invSqrtTwo, 0, -(Complex.I * invSqrtTwo);
     0, Complex.I * invSqrtTwo, 0]

/-- The spin-1 matrix `Jz` in the basis `m = 1, 0, -1`, with `ħ = 1`. -/
def Jz : Matrix (Fin 3) (Fin 3) ℂ := !![1, 0, 0; 0, 0, 0; 0, 0, -1]
```

An axis is a function `Fin 3 → ℝ`, so its components are real by type; no length is imposed yet.

```lean
/-- The spin component `n·J` along a real vector `n`. -/
def spinAlong (n : Fin 3 → ℝ) : Matrix (Fin 3) (Fin 3) ℂ :=
  (n 0 : ℂ) • Jx + (n 1 : ℂ) • Jy + (n 2 : ℂ) • Jz
```

The only property of $c$ needed in the matrix products is $c^2=1/2$.

```lean
/-- The square of `1/√2` is `1/2`. -/
theorem invSqrtTwo_mul_self : invSqrtTwo * invSqrtTwo = 1 / 2 := by
  have h : (1 / Real.sqrt 2) * (1 / Real.sqrt 2) = (1 / 2 : ℝ) := by
    rw [div_mul_div_comm, Real.mul_self_sqrt (by norm_num)]
    norm_num
  rw [invSqrtTwo, ← Complex.ofReal_mul, h]
  norm_num
```

The commutators identify these matrices as angular momentum components. They are checked entry by entry, using $c^2=1/2$ and $i^2=-1$.

```lean
/-- The three matrices obey the angular momentum commutation relations. -/
theorem spin_commutators :
    Jx * Jy - Jy * Jx = Complex.I • Jz ∧
    Jy * Jz - Jz * Jy = Complex.I • Jx ∧
    Jz * Jx - Jx * Jz = Complex.I • Jy := by
  have hc := invSqrtTwo_mul_self
  have hI := Complex.I_sq
  refine ⟨?_, ?_, ?_⟩ <;> ext i j <;> fin_cases i <;> fin_cases j <;>
    simp [Jx, Jy, Jz] <;>
    first
    | ring1
    | linear_combination (2 * Complex.I) * hc
    | linear_combination (-2 * Complex.I) * hc
    | linear_combination invSqrtTwo * hI
    | linear_combination (-invSqrtTwo) * hI
```

## The cube of a spin component

First comes the tridiagonal form of $N$.

```lean
/-- The matrix of `n·J` is tridiagonal, with diagonal `n 2, 0, -n 2`, entries `(n 0 - i n 1)/√2`
just above the diagonal and `(n 0 + i n 1)/√2` just below it. -/
theorem spinAlong_eq (n : Fin 3 → ℝ) :
    spinAlong n =
      !![(n 2 : ℂ), invSqrtTwo * (n 0 - Complex.I * n 1), 0;
         invSqrtTwo * (n 0 + Complex.I * n 1), 0, invSqrtTwo * (n 0 - Complex.I * n 1);
         0, invSqrtTwo * (n 0 + Complex.I * n 1), -(n 2 : ℂ)] := by
  ext i j
  fin_cases i <;> fin_cases j <;> simp [spinAlong, Jx, Jy, Jz] <;> ring
```

In the next proof, `key` is the cube computed above for arbitrary complex $z,a,b$. The last step identifies $z^2+2ab$ with $n\cdot n$.

```lean
/-- For every real vector `n`, the cube of `n·J` is `n·n` times `n·J`. -/
theorem spinAlong_cube (n : Fin 3 → ℝ) :
    spinAlong n ^ 3 = ((n ⬝ᵥ n : ℝ) : ℂ) • spinAlong n := by
  -- the cube of a tridiagonal matrix of this shape is a multiple of the matrix
  have key : ∀ z a b : ℂ, (!![z, a, 0; b, 0, a; 0, b, -z]) ^ 3
      = (z ^ 2 + 2 * a * b) • !![z, a, 0; b, 0, a; 0, b, -z] := by
    intro z a b
    rw [pow_three]
    ext i j
    fin_cases i <;> fin_cases j <;>
      simp [Matrix.mul_apply, Fin.sum_univ_succ] <;> ring
  rw [spinAlong_eq, key]
  congr 1
  simp only [dotProduct, Fin.sum_univ_three]
  push_cast
  linear_combination (2 * ((n 0 : ℂ) ^ 2 + (n 1 : ℂ) ^ 2)) * invSqrtTwo_mul_self
    - 2 * invSqrtTwo ^ 2 * (n 1 : ℂ) ^ 2 * Complex.I_sq
```

The condition on $n$ can be made exact. If $N^3=N$, then $(n\cdot n-1)N=0$, so either $n\cdot n=1$ or $N=0$. In the second case the diagonal entry gives $n_2=0$, and the real and imaginary parts of $n_0+in_1=0$ give the rest.

```lean
/-- The relation `(n·J)³ = n·J` holds exactly when `n` is zero or a unit vector. -/
theorem spinAlong_cube_eq_self_iff (n : Fin 3 → ℝ) :
    spinAlong n ^ 3 = spinAlong n ↔ n = 0 ∨ n ⬝ᵥ n = 1 := by
  constructor
  · intro h
    by_cases hq : n ⬝ᵥ n = 1
    · exact Or.inr hq
    left
    rw [spinAlong_cube] at h
    have h0 : (((n ⬝ᵥ n : ℝ) : ℂ) - 1) • spinAlong n = 0 := by
      rw [sub_smul, one_smul, h, sub_self]
    have hN : spinAlong n = 0 :=
      (smul_eq_zero.mp h0).resolve_left (sub_ne_zero.mpr (by exact_mod_cast hq))
    -- read off the components of `n` from the matrix entries
    have hc : invSqrtTwo ≠ 0 := by
      intro hc
      have h2 := invSqrtTwo_mul_self
      rw [hc] at h2
      norm_num at h2
    rw [spinAlong_eq] at hN
    have hz : n 2 = 0 := by simpa using congrFun (congrFun hN 0) 0
    have hm : invSqrtTwo * ((n 0 : ℂ) + Complex.I * n 1) = 0 := by
      simpa using congrFun (congrFun hN 1) 0
    have hw := (mul_eq_zero.mp hm).resolve_left hc
    have hx : n 0 = 0 := by simpa using congrArg Complex.re hw
    have hy : n 1 = 0 := by simpa using congrArg Complex.im hw
    funext i
    fin_cases i
    exacts [hx, hy, hz]
  · rintro (rfl | h)
    · simp [spinAlong]
    · rw [spinAlong_cube, h]
      simp
```

## Summing the series when A³ = A

The next two theorems concern complex matrices of any finite size, Hermitian or not. The induction uses `hp` and `hm`, which are $P_+A=P_+$ and $P_-A=-P_-$ without the factor $1/2$.

```lean
variable {ι : Type*} [Fintype ι] [DecidableEq ι]

/-- If `A³ = A`, each positive power of `A` is a combination of `A² + A` and `A² - A`,
the second with alternating sign. -/
theorem pow_of_cube {A : Matrix ι ι ℂ} (h : A ^ 3 = A) (k : ℕ) :
    A ^ (k + 1) = (1 / 2 : ℂ) • (A ^ 2 + A) + ((-1) ^ (k + 1) / 2 : ℂ) • (A ^ 2 - A) := by
  have h3 : A ^ 2 * A = A := by
    rw [← pow_succ]
    exact h
  have hp : (A ^ 2 + A) * A = A ^ 2 + A := by rw [add_mul, h3, ← sq, add_comm]
  have hm : (A ^ 2 - A) * A = -(A ^ 2 - A) := by rw [sub_mul, h3, ← sq, neg_sub]
  induction k with
  | zero =>
    simp only [zero_add, pow_one]
    module
  | succ k ih =>
    rw [pow_succ, ih, add_mul, smul_mul_assoc, smul_mul_assoc, hp, hm]
    module
```

For the exponential, `h0` supplies the term $1-A^2$, present only at $k=0$, and `hE` supplies the scalar series for $e^w$ and $e^{-w}$. The proof matches their sum with the matrix series term by term, then rewrites the result with $\sinh$ and $\cosh$. In the Lean statement the complex variable $w$ of the derivation is called `z`.

```lean
/-- If `A³ = A`, the exponential of `zA` is `1 + sinh(z) A + (cosh(z) - 1) A²`
for every complex `z`. -/
theorem exp_smul_of_cube {A : Matrix ι ι ℂ} (h : A ^ 3 = A) (z : ℂ) :
    NormedSpace.exp (z • A) =
      1 + Complex.sinh z • A + (Complex.cosh z - 1) • A ^ 2 := by
  have hE (w : ℂ) : HasSum (fun k : ℕ => w ^ k / (k.factorial : ℂ)) (Complex.exp w) := by
    rw [Complex.exp_eq_exp_ℂ]
    exact NormedSpace.expSeries_div_hasSum_exp w
  have h0 : HasSum (fun k : ℕ => if k = 0 then 1 - A ^ 2 else 0) (1 - A ^ 2) :=
    hasSum_ite_eq 0 (1 - A ^ 2)
  -- add the single term at `k = 0` and two scalar exponential series times fixed matrices
  have hs := (h0.add ((hE z).smul_const ((1 / 2 : ℂ) • (A ^ 2 + A)))).add
    ((hE (-z)).smul_const ((1 / 2 : ℂ) • (A ^ 2 - A)))
  have hexp : NormedSpace.exp (z • A) = 1 - A ^ 2
      + Complex.exp z • ((1 / 2 : ℂ) • (A ^ 2 + A))
      + Complex.exp (-z) • ((1 / 2 : ℂ) • (A ^ 2 - A)) := by
    rw [NormedSpace.exp_eq_tsum (𝕂 := ℂ)]
    refine Eq.trans (tsum_congr fun k => ?_) hs.tsum_eq
    cases k with
    | zero =>
      simp only [pow_zero, Nat.factorial_zero, Nat.cast_one, inv_one, one_smul,
        div_one, ↓reduceIte]
      module
    | succ k =>
      simp only [smul_pow, pow_of_cube h k, neg_pow z, if_neg (Nat.succ_ne_zero k)]
      module
  rw [hexp, Complex.sinh, Complex.cosh]
  module
```

The matrix $J_z$ is a nonzero example of the hypothesis.

```lean
/-- The nonzero matrix `Jz` satisfies `Jz³ = Jz`. -/
theorem exp_smul_of_cube_witness : Jz ^ 3 = Jz ∧ Jz ≠ 0 := by
  constructor
  · rw [pow_three]
    ext i j
    fin_cases i <;> fin_cases j <;> simp [Jz, Matrix.mul_apply, Fin.sum_univ_succ]
  · intro h
    have h1 := congrFun (congrFun h 0) 0
    simp [Jz] at h1
```

## Rotation about a unit axis

The hypothesis `hn` says that $n$ has unit length. `NormedSpace.exp` is the matrix exponential, and `t` is a real, dimensionless angle. The proof obtains $N^3=N$ from the equivalence above and substitutes $-it$ into the general formula. The theorem treats spin 1 only.

```lean
/-- For a real unit vector `n`, the spin-1 component `N = n·J` satisfies `N³ = N`, and
`exp(-itN) = 1 - i sin(t) N + (cos(t) - 1) N²` for every real angle `t`. -/
theorem spin_one_rotation (n : Fin 3 → ℝ) (hn : n ⬝ᵥ n = 1) :
    spinAlong n ^ 3 = spinAlong n ∧
    ∀ t : ℝ, NormedSpace.exp ((-(Complex.I * (t : ℂ))) • spinAlong n) =
      1 - (Complex.I * ((Real.sin t : ℝ) : ℂ)) • spinAlong n
        + (((Real.cos t : ℝ) : ℂ) - 1) • spinAlong n ^ 2 := by
  have hN := (spinAlong_cube_eq_self_iff n).mpr (Or.inr hn)
  refine ⟨hN, fun t => ?_⟩
  -- at imaginary argument the hyperbolic functions become trigonometric
  have hs : Complex.sinh (-(Complex.I * (t : ℂ)))
      = -(Complex.I * ((Real.sin t : ℝ) : ℂ)) := by
    rw [Complex.sinh_neg, mul_comm Complex.I (t : ℂ), Complex.sinh_mul_I,
      Complex.ofReal_sin]
    ring
  have hc : Complex.cosh (-(Complex.I * (t : ℂ))) = ((Real.cos t : ℝ) : ℂ) := by
    rw [Complex.cosh_neg, mul_comm Complex.I (t : ℂ), Complex.cosh_mul_I,
      Complex.ofReal_cos]
  rw [exp_smul_of_cube hN, hs, hc]
  module
```

For the $y$ axis, $N=J_y$ and

$$J_y^2=\frac12\begin{pmatrix}1&0&-1\\0&2&0\\-1&0&1\end{pmatrix}.$$

Inserting this gives corner entries $(1\pm\cos t)/2$, central entry $\cos t$, and $\pm\sin t/\sqrt2$ beside the diagonal. This is the Wigner d-matrix for the sign convention $e^{-itJ_y}$, with rows and columns both ordered $m=1,0,-1$. The proof computes $J_y^2$ as `hsq` and compares the nine entries.

```lean
/-- The spin-1 Wigner d-matrix: the explicit matrix of `exp(-itJy)` in the basis
`m = 1, 0, -1`. -/
theorem wigner_d_one (t : ℝ) :
    NormedSpace.exp ((-(Complex.I * (t : ℂ))) • Jy) =
      !![(1 + ((Real.cos t : ℝ) : ℂ)) / 2, -(((Real.sin t : ℝ) : ℂ) * invSqrtTwo),
          (1 - ((Real.cos t : ℝ) : ℂ)) / 2;
         ((Real.sin t : ℝ) : ℂ) * invSqrtTwo, ((Real.cos t : ℝ) : ℂ),
          -(((Real.sin t : ℝ) : ℂ) * invSqrtTwo);
         (1 - ((Real.cos t : ℝ) : ℂ)) / 2, ((Real.sin t : ℝ) : ℂ) * invSqrtTwo,
          (1 + ((Real.cos t : ℝ) : ℂ)) / 2] := by
  have hy : spinAlong ![0, 1, 0] = Jy := by simp [spinAlong]
  have hu : (![0, 1, 0] : Fin 3 → ℝ) ⬝ᵥ ![0, 1, 0] = 1 := by
    simp [dotProduct, Fin.sum_univ_three]
  have hrot := (spin_one_rotation _ hu).2 t
  rw [hy] at hrot
  have hI := Complex.I_sq
  have hp : Complex.I * invSqrtTwo * (Complex.I * invSqrtTwo) = -(1 / 2) := by
    linear_combination invSqrtTwo ^ 2 * hI - invSqrtTwo_mul_self
  have hsq : Jy ^ 2 = !![1 / 2, 0, -(1 / 2); 0, 1, 0; -(1 / 2), 0, 1 / 2] := by
    rw [sq]
    ext i j
    fin_cases i <;> fin_cases j <;>
      simp [Jy, Matrix.mul_apply, Fin.sum_univ_succ] <;>
      first
      | ring1
      | linear_combination hp
      | linear_combination -hp
      | linear_combination (-2 : ℂ) * hp
  rw [hrot, hsq]
  generalize ((Real.sin t : ℝ) : ℂ) = s
  generalize ((Real.cos t : ℝ) : ℂ) = c
  ext i j
  fin_cases i <;> fin_cases j <;> simp [Jy] <;>
    first
    | ring1
    | linear_combination (s * invSqrtTwo) * hI
    | linear_combination (-(s * invSqrtTwo)) * hI

end

end SpinOneRotation
```

```lean
#print axioms SpinOneRotation.spin_commutators
#print axioms SpinOneRotation.spin_one_rotation
#print axioms SpinOneRotation.wigner_d_one
```

```
'SpinOneRotation.spin_commutators' depends on axioms: [propext, Classical.choice, Quot.sound]
'SpinOneRotation.spin_one_rotation' depends on axioms: [propext, Classical.choice, Quot.sound]
'SpinOneRotation.wigner_d_one' depends on axioms: [propext, Classical.choice, Quot.sound]
```
